# Real, normalised Clebsch-Gordan columns consist of signed square roots of rationals

A: Couple two angular momenta $j_1$ and $j_2$ at fixed total projection $M$, and expand a state of total angular momentum $J$ in product states. If the amplitudes are real and normalised, each one is $\pm\sqrt q$ with $q$ rational. This is a property of real symmetric tridiagonal matrices in which every coupling between neighbouring states is nonzero: if the diagonal entries, the squares of these couplings and the eigenvalue are rational, every real unit eigenvector has rational squared components.

Q: Diagonalising a matrix full of square roots usually gives something worse than square roots. Why not here?

A: Because the eigenvalue $J(J+1)$ is rational and only the squares of the couplings survive. Number the states $0,\dots,n-1$, let $a_i$ be the diagonal entries, $b_i$ the coupling between states $i$ and $i+1$, $v_i$ the amplitudes and $E$ the eigenvalue. For $n\ge 2$ the first row reads $b_0v_1=(E-a_0)v_0$. Each inner row, for $k+2<n$, reads

$$b_{k+1}v_{k+2}=(E-a_{k+1})v_{k+1}-b_kv_k .$$

Suppose that $v_k^2=r_kv_0^2$, $b_kv_kv_{k+1}=s_kv_0^2$ and $v_{k+1}^2=t_kv_0^2$ with rational $r_k,s_k,t_k$. The first row gives the start:

$$r_0=1,\qquad s_0=E-a_0,\qquad t_0=(E-a_0)^2/b_0^2 .$$

Then $r_{k+1}=t_k$. Multiplying the inner row by $v_{k+1}$ gives $s_{k+1}$, and squaring it gives $t_{k+1}$:

$$s_{k+1}=(E-a_{k+1})t_k-s_k,$$

$$t_{k+1}=\frac{(E-a_{k+1})^2t_k-2(E-a_{k+1})s_k+b_k^2r_k}{b_{k+1}^2}.$$

So every $v_j^2$ is a rational $r_j$ times $v_0^2$. Normalisation says $v_0^2\sum_j r_j=1$, hence $v_0^2=1/\sum_j r_j$ is rational, and so are all the squares. For $n=1$ this is just $v_0^2=1$.

Q: Show me numbers, with at least three states.

A: Take $j_1=3/2$, $j_2=1$, $M=1/2$, $J=5/2$, with $\hbar=1$. The first projection runs over $-1/2,\,1/2,\,3/2$. The matrix of $\mathbf J^2$ has diagonal $19/4,\,23/4,\,11/4$ and squared couplings $8,\,6$, and $E=35/4$. Then $s_0=4$ and $t_0=16/8=2$. Next, $s_1=3\cdot2-4=2$ and $t_1=(18-24+8)/6=1/3$. The weights $1,\,2,\,1/3$ add up to $10/3$, so the squared amplitudes are $3/10,\,3/5,\,1/10$. With the couplings themselves taken as positive, $s_0>0$ and $s_1>0$ mean that all three amplitudes have the same sign.

Q: Now the Lean side. What matrix is it about?

A: `jacobi n a b` is the tridiagonal matrix above. The name is the mathematicians' term for such a matrix and has nothing to do with Jacobi rotations. The sequences `a` and `b` are infinite, but only the entries that fit into the $n\times n$ matrix matter.

```lean
import Mathlib

open Matrix

namespace CouplingTableRationality

noncomputable section

/-- The real symmetric tridiagonal matrix with diagonal entries `a i` and entries `b i`
coupling the neighbouring states `i` and `i + 1`. -/
def jacobi (n : ℕ) (a b : ℕ → ℝ) : Matrix (Fin n) (Fin n) ℝ :=
  Matrix.of fun i j =>
    (if (j : ℕ) = i then a i else 0) + (if (j : ℕ) = i + 1 then b i else 0)
      + (if (j : ℕ) + 1 = i then b j else 0)
```

Q: And where is the angular momentum?

A: In the matrix elements. From $\mathbf J^2=\mathbf J_1^2+\mathbf J_2^2+2J_{1z}J_{2z}+J_{1+}J_{2-}+J_{1-}J_{2+}$, the product state with projections $m$ and $M-m$ has the diagonal element

```lean
/-- Diagonal element of the squared total angular momentum in the product state with
projections `m` and `M - m`. -/
def jsqDiag (j₁ j₂ M m : ℝ) : ℝ :=
  j₁ * (j₁ + 1) + j₂ * (j₂ + 1) + 2 * m * (M - m)
```

and the ladder terms connect $m$ to $m+1$ with the product of the two usual ladder factors, taken as positive:

```lean
/-- Element of the squared total angular momentum between the product states with first
projections `m` and `m + 1` and total projection `M`, for projections in the allowed range. -/
def jsqOff (j₁ j₂ M m : ℝ) : ℝ :=
  √((j₁ - m) * (j₁ + m + 1) * (j₂ + (M - m)) * (j₂ - (M - m) + 1))
```

The block collects $n$ consecutive states, starting at first projection `m₀`:

```lean
/-- The squared total angular momentum between the `n` product states of total projection `M` whose
first projections are `m₀, m₀ + 1, …`, for projections in the allowed range. -/
def jsqBlock (n : ℕ) (j₁ j₂ M m₀ : ℝ) : Matrix (Fin n) (Fin n) ℝ :=
  jacobi n (fun i => jsqDiag j₁ j₂ M (m₀ + (i : ℝ))) (fun i => jsqOff j₁ j₂ M (m₀ + (i : ℝ)))
```

Q: So the operators themselves never appear.

A: No. The step from the model to the physics is the identification of this block with $\mathbf J^2$ on the tensor product, which I have just done by hand. It also requires the block to contain every product state of the given $M$, so `m₀` must be the larger of $-j_1$ and $M-j_2$, and the last projection the smaller of $j_1$ and $M+j_2$. The theorem accepts a shorter run of states too, but the eigenvectors of a truncated block are not in general Clebsch-Gordan columns.

Q: How does the proof get from a matrix equation to your recursion?

A: By reading off rows. `sum_pick` says that a sum with a coupling to only one state equals that coupling times the amplitude of the state; `first_row` and `three_term` use it to turn `jacobi n a b *ᵥ v = E • v` into the scalar equations.

```lean
variable {n : ℕ} {a b : ℕ → ℝ} {v : Fin n → ℝ} {E : ℝ}

/-- A coupling to the single state `m` picks out the amplitude of that state. -/
theorem sum_pick (v : Fin n → ℝ) (m : ℕ) (hm : m < n) (c : ℝ) :
    ∑ j : Fin n, (if (j : ℕ) = m then c else 0) * v j = c * v ⟨m, hm⟩ := by
  rw [Finset.sum_eq_single (⟨m, hm⟩ : Fin n)]
  · simp
  · intro j _ hj
    rw [if_neg (fun h => hj (Fin.ext h)), zero_mul]
  · intro h
    exact absurd (Finset.mem_univ _) h

/-- The first row of the eigenvalue equation ties the second amplitude to the first. -/
theorem first_row (hv : jacobi n a b *ᵥ v = E • v) (h : 0 + 1 < n) :
    a 0 * v ⟨0, by omega⟩ + b 0 * v ⟨0 + 1, h⟩ = E * v ⟨0, by omega⟩ := by
  have row := congrFun hv ⟨0, by omega⟩
  have e : ∀ j : Fin n, jacobi n a b ⟨0, by omega⟩ j =
      (if (j : ℕ) = 0 then a 0 else 0) + (if (j : ℕ) = 0 + 1 then b 0 else 0) := by
    intro j
    simp [jacobi]
  simp only [Matrix.mulVec, dotProduct, Pi.smul_apply, smul_eq_mul, e, add_mul,
    Finset.sum_add_distrib] at row
  rw [sum_pick v 0 (by omega), sum_pick v (0 + 1) h] at row
  exact row

/-- Each inner row of the eigenvalue equation is a three-term recursion for the amplitudes. -/
theorem three_term (hv : jacobi n a b *ᵥ v = E • v) (k : ℕ) (h : k + 1 + 1 < n) :
    b k * v ⟨k, by omega⟩ + a (k + 1) * v ⟨k + 1, by omega⟩ + b (k + 1) * v ⟨k + 1 + 1, h⟩
      = E * v ⟨k + 1, by omega⟩ := by
  have row := congrFun hv ⟨k + 1, by omega⟩
  have e : ∀ j : Fin n, jacobi n a b ⟨k + 1, by omega⟩ j =
      (if (j : ℕ) = k + 1 then a (k + 1) else 0)
        + (if (j : ℕ) = k + 1 + 1 then b (k + 1) else 0)
        + (if (j : ℕ) = k then b k else 0) := by
    intro j
    by_cases hj : (j : ℕ) = k <;> simp [jacobi, hj]
  simp only [Matrix.mulVec, dotProduct, Pi.smul_apply, smul_eq_mul, e, add_mul,
    Finset.sum_add_distrib] at row
  rw [sum_pick v (k + 1) (by omega), sum_pick v (k + 1 + 1) h, sum_pick v k (by omega)] at row
  linarith
```

Q: And the induction?

A: It is the one above, with the rationals replaced by any subfield `K` of the reals. The witnesses supplied to `refine` are the formulas for $r,s,t$, and closure of `K` under field operations puts them in `K`. In `linear_combination`, squaring appears as $X^2-Y^2=(X+Y)(X-Y)$: the row equation says $X=Y$ and is multiplied by $X+Y$.

```lean
/-- Let all couplings between neighbouring states be nonzero, and let the eigenvalue, the squared
couplings and all diagonal entries but the last lie in a field `K` of real numbers. Then squared
amplitudes, and neighbour products weighted by their coupling, are elements of `K` times the first
squared amplitude. -/
theorem amplitude_ratios (K : Subfield ℝ) (ha : ∀ i, i + 1 < n → a i ∈ K)
    (hb0 : ∀ i, i + 1 < n → b i ≠ 0) (hb : ∀ i, i + 1 < n → b i ^ 2 ∈ K) (hE : E ∈ K)
    (hv : jacobi n a b *ᵥ v = E • v) (k : ℕ) (h : k + 1 < n) :
    ∃ r ∈ K, ∃ s ∈ K, ∃ t ∈ K, v ⟨k, by omega⟩ ^ 2 = r * v ⟨0, by omega⟩ ^ 2 ∧
      b k * v ⟨k, by omega⟩ * v ⟨k + 1, h⟩ = s * v ⟨0, by omega⟩ ^ 2 ∧
      v ⟨k + 1, h⟩ ^ 2 = t * v ⟨0, by omega⟩ ^ 2 := by
  induction k with
  | zero =>
    have h1 := first_row hv h
    have hd := sub_mem hE (ha 0 h)
    refine ⟨1, one_mem K, E - a 0, hd, (E - a 0) ^ 2 / b 0 ^ 2,
      div_mem (pow_mem hd 2) (hb 0 h), by ring, ?_, ?_⟩
    · linear_combination v ⟨0, by omega⟩ * h1
    · rw [div_mul_eq_mul_div, eq_div_iff (pow_ne_zero 2 (hb0 0 h))]
      linear_combination (b 0 * v ⟨0 + 1, h⟩ + (E - a 0) * v ⟨0, by omega⟩) * h1
  | succ k ih =>
    have hk : k + 1 < n := by omega
    obtain ⟨r, hr, s, hs, t, ht, er, es, et⟩ := ih hk
    have h3 := three_term hv k h
    have hd := sub_mem hE (ha (k + 1) h)
    -- squaring the recursion leaves only squares and the weighted neighbour product
    refine ⟨t, ht, (E - a (k + 1)) * t - s, sub_mem (mul_mem hd ht) hs,
      ((E - a (k + 1)) ^ 2 * t - (E - a (k + 1)) * (s + s) + b k ^ 2 * r) / b (k + 1) ^ 2,
      div_mem (add_mem (sub_mem (mul_mem (pow_mem hd 2) ht) (mul_mem hd (add_mem hs hs)))
        (mul_mem (hb k hk) hr)) (hb (k + 1) h), et, ?_, ?_⟩
    · linear_combination v ⟨k + 1, hk⟩ * h3 + (E - a (k + 1)) * et - es
    · rw [div_mul_eq_mul_div, eq_div_iff (pow_ne_zero 2 (hb0 (k + 1) h))]
      linear_combination (b (k + 1) * v ⟨k + 1 + 1, h⟩ + (E - a (k + 1)) * v ⟨k + 1, hk⟩
        - b k * v ⟨k, by omega⟩) * h3 + (E - a (k + 1)) ^ 2 * et
        - 2 * (E - a (k + 1)) * es + b k ^ 2 * er
```

Normalisation then fixes $v_0^2$ as the inverse of a sum in `K`:

```lean
/-- Let all couplings between neighbouring states be nonzero. If the eigenvalue, the squared
couplings and all diagonal entries but the last lie in a field `K` of real numbers, so does every
squared component of a unit eigenvector. -/
theorem sq_component_mem (K : Subfield ℝ) (ha : ∀ i, i + 1 < n → a i ∈ K)
    (hb0 : ∀ i, i + 1 < n → b i ≠ 0) (hb : ∀ i, i + 1 < n → b i ^ 2 ∈ K) (hE : E ∈ K)
    (hv : jacobi n a b *ᵥ v = E • v) (hnorm : ∑ i, v i ^ 2 = 1) (i : Fin n) :
    v i ^ 2 ∈ K := by
  have h0 : 0 < n := lt_of_le_of_lt (Nat.zero_le _) i.2
  have ratio : ∀ j : Fin n, ∃ r ∈ K, v j ^ 2 = r * v ⟨0, h0⟩ ^ 2 := by
    rintro ⟨j, hj⟩
    cases j with
    | zero => exact ⟨1, one_mem K, (one_mul _).symm⟩
    | succ k =>
      obtain ⟨_, _, _, _, t, ht, _, _, et⟩ := amplitude_ratios K ha hb0 hb hE hv k hj
      exact ⟨t, ht, et⟩
  choose r hr hrv using ratio
  -- normalisation fixes the first squared amplitude
  have hs : (∑ j, r j) * v ⟨0, h0⟩ ^ 2 = 1 := by
    rw [Finset.sum_mul]
    exact (Finset.sum_congr rfl fun j _ => (hrv j).symm).trans hnorm
  have hv0 : v ⟨0, h0⟩ ^ 2 ∈ K := by
    rw [eq_inv_of_mul_eq_one_right hs]
    exact inv_mem (sum_mem fun j _ => hr j)
  rw [hrv i]
  exact mul_mem (hr i) hv0
```

Q: The hypotheses say `i + 1 < n` even for the diagonal. Is the last entry forgotten?

A: It needn't be assumed rational, since the recursion never uses the last row. This admits no further matrices, though: when the eigenvalue is rational, the last row forces the last entry to be rational too. Taking `K` to be the copy of ℚ inside ℝ gives the statement about square roots. The sign comes from $\sqrt{v_i^2}=|v_i|$.

```lean
/-- A real symmetric tridiagonal matrix whose neighbour couplings are all nonzero with rational
square, and whose diagonal entries are rational (the last one may be any real) has, for a rational
eigenvalue, only real unit eigenvectors whose components are signed square roots of rationals. -/
theorem component_signed_sqrt (ha : ∀ i, i + 1 < n → ∃ q : ℚ, a i = q)
    (hb0 : ∀ i, i + 1 < n → b i ≠ 0) (hb : ∀ i, i + 1 < n → ∃ q : ℚ, b i ^ 2 = q) (E : ℚ)
    (hv : jacobi n a b *ᵥ v = (E : ℝ) • v) (hnorm : ∑ i, v i ^ 2 = 1) (i : Fin n) :
    ∃ q : ℚ, v i ^ 2 = q ∧ (v i = √(q : ℝ) ∨ v i = -√(q : ℝ)) := by
  have mem : ∀ x : ℝ, (∃ q : ℚ, x = q) → x ∈ (Rat.castHom ℝ).fieldRange :=
    fun x ⟨q, hq⟩ => RingHom.mem_fieldRange.2 ⟨q, hq.symm⟩
  obtain ⟨q, hq⟩ := RingHom.mem_fieldRange.1 (sq_component_mem (Rat.castHom ℝ).fieldRange
    (fun i h => mem _ (ha i h)) hb0 (fun i h => mem _ (hb i h)) (mem _ ⟨E, rfl⟩) hv hnorm i)
  have hq' : v i ^ 2 = (q : ℝ) := hq.symm
  refine ⟨q, hq', ?_⟩
  rw [← hq', Real.sqrt_sq_eq_abs]
  rcases abs_choice (v i) with h | h
  · left; linarith
  · right; linarith
```

Q: What exactly is claimed for Clebsch-Gordan coefficients?

A: Let `j₁ j₂ M m₀ J` be rational, and let the projections stay within $-j_1..j_1$ and $-j_2..j_2$, which is what `h1` to `h4` say. Then a real unit eigenvector of the block with eigenvalue $J(J+1)$ has components $\pm\sqrt q$. Physical quantum numbers are integers or half-integers, so they qualify. The range conditions make each factor under the root in `jsqOff` positive; physically, the ladder operators do connect neighbouring states. The proof checks this and then applies the general theorem.

```lean
/-- For rational parameters `j₁ j₂ M m₀ J` and projections within `-j₁..j₁` and `-j₂..j₂`, a real
unit eigenvector of the matrix `jsqBlock n j₁ j₂ M m₀` with eigenvalue `J (J + 1)` has signed square
roots of rationals as components. -/
theorem clebschGordan_signed_sqrt (j₁ j₂ M m₀ J : ℚ)
    (h1 : -j₁ ≤ m₀) (h2 : m₀ + (n - 1) ≤ j₁) (h3 : M - m₀ ≤ j₂) (h4 : -j₂ ≤ M - (m₀ + (n - 1)))
    (hv : jsqBlock n j₁ j₂ M m₀ *ᵥ v = ((J : ℝ) * (J + 1)) • v)
    (hnorm : ∑ i, v i ^ 2 = 1) (i : Fin n) :
    ∃ q : ℚ, v i ^ 2 = q ∧ (v i = √(q : ℝ) ∨ v i = -√(q : ℝ)) := by
  -- inside the allowed range every radicand is a positive rational
  have rad : ∀ i : ℕ, i + 1 < n → ∃ x : ℚ, 0 < x ∧
      jsqOff j₁ j₂ M ((m₀ : ℝ) + (i : ℝ)) = √(x : ℝ) := by
    intro i hi
    have hi' : (i : ℚ) + 2 ≤ n := by exact_mod_cast hi
    have hi0 : (0 : ℚ) ≤ i := Nat.cast_nonneg i
    refine ⟨(j₁ - (m₀ + i)) * (j₁ + (m₀ + i) + 1) * (j₂ + (M - (m₀ + i)))
      * (j₂ - (M - (m₀ + i)) + 1), ?_, ?_⟩
    · exact mul_pos (mul_pos (mul_pos (by linarith) (by linarith)) (by linarith)) (by linarith)
    · unfold jsqOff
      push_cast
      rfl
  unfold jsqBlock at hv
  refine component_signed_sqrt ?_ ?_ ?_ (J * (J + 1)) (by push_cast; exact hv) hnorm i
  · intro i _
    refine ⟨j₁ * (j₁ + 1) + j₂ * (j₂ + 1) + 2 * (m₀ + i) * (M - (m₀ + i)), ?_⟩
    simp only [jsqDiag]
    push_cast
    rfl
  · intro i hi
    obtain ⟨x, hx, e⟩ := rad i hi
    have hx' : (0 : ℝ) < x := by exact_mod_cast hx
    rw [e]
    exact (Real.sqrt_pos.2 hx').ne'
  · intro i hi
    obtain ⟨x, hx, e⟩ := rad i hi
    have hx' : (0 : ℝ) < x := by exact_mod_cast hx
    exact ⟨x, by rw [e, Real.sq_sqrt hx'.le]⟩
```

Q: Does it tell me which $J$ occur, or the signs?

A: Neither. It takes an eigenvector with its eigenvalue as given, and the overall sign of a column remains a phase convention. For two coupled angular momenta, it does mean that a table can store each real coefficient exactly, as a sign and a fraction.

Q: Is there a case where the eigenvector is actually exhibited?

A: Spin 1 with spin 1/2 at $M=1/2$. The block has diagonal $11/4,\,7/4$ and coupling $\sqrt2$, and the column $\sqrt{2/3},\,\sqrt{1/3}$ belongs to $J=3/2$. The helper `two_level` assembles the matrix equation from its two rows.

```lean
/-- For two coupled states the eigenvalue equation follows from its two rows. -/
theorem two_level {a b : ℕ → ℝ} {x y E : ℝ} (hx : a 0 * x + b 0 * y = E * x)
    (hy : b 0 * x + a 1 * y = E * y) : jacobi 2 a b *ᵥ ![x, y] = E • ![x, y] := by
  ext i
  fin_cases i
  · simpa [jacobi, Matrix.mulVec, dotProduct, Fin.sum_univ_two] using hx
  · simpa [jacobi, Matrix.mulVec, dotProduct, Fin.sum_univ_two] using hy

/-- Spin 1 coupled to spin 1/2 at total projection 1/2: the column `√(2/3), √(1/3)` is a unit
eigenvector with `J = 3/2`. -/
theorem clebschGordan_witness :
    jsqBlock 2 1 (1 / 2) (1 / 2) 0 *ᵥ ![√(2 / 3), √(1 / 3)]
      = ((3 / 2 : ℝ) * (3 / 2 + 1)) • ![√(2 / 3), √(1 / 3)] ∧
    √(2 / 3 : ℝ) ^ 2 + √(1 / 3 : ℝ) ^ 2 = 1 := by
  have d0 : jsqDiag 1 (1 / 2) (1 / 2) (0 + ((0 : ℕ) : ℝ)) = 11 / 4 := by norm_num [jsqDiag]
  have d1 : jsqDiag 1 (1 / 2) (1 / 2) (0 + ((1 : ℕ) : ℝ)) = 7 / 4 := by norm_num [jsqDiag]
  have o : jsqOff 1 (1 / 2) (1 / 2) (0 + ((0 : ℕ) : ℝ)) = √2 := by
    unfold jsqOff
    congr 1
    norm_num
  have h : √(2 / 3 : ℝ) = √2 * √(1 / 3) := by
    rw [← Real.sqrt_mul (by norm_num : (0 : ℝ) ≤ 2)]
    congr 1
    norm_num
  have hs : √(2 : ℝ) * √2 = 2 := Real.mul_self_sqrt (by norm_num)
  constructor
  · unfold jsqBlock
    apply two_level
    · rw [d0, o, h]
      ring
    · rw [d1, o, h]
      linear_combination √(1 / 3 : ℝ) * hs
  · rw [Real.sq_sqrt (by norm_num : (0 : ℝ) ≤ 2 / 3),
      Real.sq_sqrt (by norm_num : (0 : ℝ) ≤ 1 / 3)]
    norm_num
```

Q: And if the eigenvalue is irrational?

A: Then the conclusion can fail, even for integer matrix entries. With diagonal $1,-1$ and coupling $1$, the eigenvalue $\sqrt2$ has a unit eigenvector with first squared component $(2+\sqrt2)/4$. So it is not enough for the square of the eigenvalue to be rational. For $\mathbf J^2$ the eigenvalue $J(J+1)$ is rational from the start; a generic tridiagonal Hamiltonian offers no such guarantee.

```lean
/-- The matrix with diagonal `1, -1` and coupling `1` has the eigenvalue `√2` and a unit
eigenvector whose first squared component is irrational. -/
theorem irrational_eigenvalue_example :
    ∃ x y : ℝ, jacobi 2 (fun i => 1 - 2 * (i : ℝ)) (fun _ => 1) *ᵥ ![x, y] = √2 • ![x, y] ∧
      x ^ 2 + y ^ 2 = 1 ∧ Irrational (x ^ 2) := by
  have hs : √(2 : ℝ) ^ 2 = 2 := Real.sq_sqrt (by norm_num)
  have hc : √((2 + √2) / 4 : ℝ) ^ 2 = (2 + √2) / 4 := Real.sq_sqrt (by positivity)
  refine ⟨√((2 + √2) / 4), (√2 - 1) * √((2 + √2) / 4), two_level ?_ ?_, ?_, ?_⟩
  · push_cast
    ring
  · push_cast
    linear_combination (-√((2 + √2) / 4 : ℝ)) * hs
  · rw [mul_pow, hc]
    linear_combination (√(2 : ℝ) / 4) * hs
  · rw [hc]
    rintro ⟨q, hq⟩
    exact irrational_sqrt_two ⟨4 * q - 2, by push_cast; linarith⟩

end

end CouplingTableRationality
```

```lean
#print axioms CouplingTableRationality.clebschGordan_signed_sqrt
#print axioms CouplingTableRationality.irrational_eigenvalue_example
```

```
'CouplingTableRationality.clebschGordan_signed_sqrt' depends on axioms: [propext, Classical.choice, Quot.sound]
'CouplingTableRationality.irrational_eigenvalue_example' depends on axioms: [propext, Classical.choice, Quot.sound]
```
